# A real sequence is a difference of two convergent nonincreasing sequences exactly when its total variation is finite

## Reading a table of energy differences

A binding or excitation energy is often computed in a series of growing basis sets, and the trend of the differences is then used to judge convergence. If a difference falls, rises and falls again, one must decide whether something went wrong. For two energies that never rise along the series and that each tend to a limit, such reversals are allowed; what is restricted is the total distance that the difference travels.

Let a(n) and b(n) be the two energies at stage n = 0, 1, 2, …. If each is the exact minimum over a trial space and the spaces are nested, neither can rise. If the energies are also bounded below, they have limits A and B. The computed difference is

d(n) = a(n) − b(n).

## Finite variation as the criterion

A real sequence d can be written in this way, with a and b nonincreasing and convergent, if and only if its total variation

V = Σₙ |d(n+1) − d(n)|

is finite. In that case V ≤ (a(0) − A) + (b(0) − B) for every such pair, and some pair attains equality.

**From energies to variation.** The lowerings a(n) − a(n+1) and b(n) − b(n+1) are nonnegative, and

d(n+1) − d(n) = [b(n) − b(n+1)] − [a(n) − a(n+1)].

The absolute value of a difference of two nonnegative numbers is at most their sum, so

|d(n+1) − d(n)| ≤ [a(n) − a(n+1)] + [b(n) − b(n+1)].

Summing over the steps k < n telescopes the right side:

Σₖ₍ₖ<ₙ₎ |d(k+1) − d(k)| ≤ [a(0) − a(n)] + [b(0) − b(n)] ≤ (a(0) − A) + (b(0) − B).

The last inequality holds because a nonincreasing sequence lies above its limit. The partial sums of a nonnegative series are thus bounded, so the series converges and V obeys the same bound.

**From variation to energies.** Collect the downward and the upward steps separately:

D(n) = Σₖ₍ₖ<ₙ₎ max(d(k) − d(k+1), 0)
U(n) = Σₖ₍ₖ<ₙ₎ max(d(k+1) − d(k), 0).

Each step of d is its upward part minus its downward part, so d(n) = d(0) − D(n) + U(n). Set

a(n) = d(0) − D(n), b(n) = −U(n).

Then a − b = d, and neither sequence rises, since D and U never fall. Every term of D and U is at most |d(k+1) − d(k)|, so if V is finite, D and U converge to limits D∞ and U∞. The total lowerings are D∞ and U∞. Since the upward and downward parts of a step add up to its absolute value, D∞ + U∞ = V.

## Reversal at every step, with finite and with infinite variation

For −1 < r < 0 take d(n) = rⁿ. Its steps are (r − 1)rⁿ, with absolute values |r − 1||r|ⁿ, a convergent geometric series. The product of two successive steps is r[(r − 1)rⁿ]² < 0, so the direction reverses every time.

With r = −1/2, the differences are 1, −1/2, 1/4, −1/8, … and the steps are −3/2, +3/4, −3/8, …. The construction gives

a = 1, −1/2, −1/2, −7/8, … → −1
b = 0, 0, −3/4, −3/4, … → −1.

The lowerings are 2 and 1, and their sum is V = 3/2 + 3/4 + 3/8 + … = 3.

By contrast, d(n) = (−1)ⁿ/(n+1) tends to zero, but its steps have size 1/(n+1) + 1/(n+2) ≥ 1/(n+1). The harmonic series diverges, so this convergent sequence is not a difference of the required kind.

## Reaction energies with several terms

The telescoping argument also covers a fixed combination d(n) = Σᵢ cᵢEᵢ(n) of finitely many energies that never rise and tend to limits Eᵢ∞. Its variation is at most Σᵢ |cᵢ|(Eᵢ(0) − Eᵢ∞). The Lean file treats only the difference of two energies.

## Energies as real sequences in Lean

An energy sequence is a function `ℕ → ℝ`, with all values in one unit. `ConvergesFromAbove a A` says that `a` is `Antitone`, meaning that it never rises but may stay level, and that it tends to `A`. `IsVariationalDifference d` says that two such sequences with difference `d` exist. `Summable` expresses convergence of the series of absolute steps, and `∑'` is its sum. `descent` and `ascent` are D and U.

There is no Hamiltonian or basis set in the file: monotonicity and convergence are assumed, and `A` need not be the exact energy. The sequences built from `d` are not claimed to belong to any particular molecule. The criterion concerns infinite sequences, so a finite table alone can never violate it.

```lean
import Mathlib

open Filter Topology Finset

namespace VariationalDifferences

noncomputable section

/-- The energies `a n` never rise as the basis grows, and they converge to `A`. -/
def ConvergesFromAbove (a : ℕ → ℝ) (A : ℝ) : Prop :=
  Antitone a ∧ Tendsto a atTop (𝓝 A)

/-- The sequence `d` is the difference of two energy sequences that each converge from above. -/
def IsVariationalDifference (d : ℕ → ℝ) : Prop :=
  ∃ (a b : ℕ → ℝ) (A B : ℝ), ConvergesFromAbove a A ∧ ConvergesFromAbove b B ∧
    ∀ n, d n = a n - b n

/-- The sum of the sizes of all downward steps of `d` before stage `n`. -/
def descent (d : ℕ → ℝ) (n : ℕ) : ℝ := ∑ k ∈ range n, max (d k - d (k + 1)) 0

/-- The sum of the sizes of all upward steps of `d` before stage `n`. -/
def ascent (d : ℕ → ℝ) (n : ℕ) : ℝ := ∑ k ∈ range n, max (d (k + 1) - d k) 0

/-- In one basis enlargement the energy difference changes by at most the sum of the
lowerings of the two energies. -/
theorem abs_step_le {a b : ℕ → ℝ} (ha : Antitone a) (hb : Antitone b) (n : ℕ) :
    |(a (n + 1) - b (n + 1)) - (a n - b n)| ≤ (a n - a (n + 1)) + (b n - b (n + 1)) := by
  have h1 := ha (Nat.le_succ n)
  have h2 := hb (Nat.le_succ n)
  simp only [Nat.succ_eq_add_one] at h1 h2
  exact abs_le.mpr ⟨by linarith, by linarith⟩

/-- If two energies converge from above, the total variation of their difference is finite and at
most the sum of the total lowerings of the two energies. -/
theorem variation_le_total_lowering {a b d : ℕ → ℝ} {A B : ℝ}
    (ha : ConvergesFromAbove a A) (hb : ConvergesFromAbove b B)
    (hd : ∀ n, d n = a n - b n) :
    Summable (fun n => |d (n + 1) - d n|) ∧
      ∑' n, |d (n + 1) - d n| ≤ (a 0 - A) + (b 0 - B) := by
  -- the bounds on the single steps telescope
  have partialSum : ∀ n, ∑ k ∈ range n, |d (k + 1) - d k| ≤ (a 0 - a n) + (b 0 - b n) := by
    intro n
    induction n with
    | zero => simp
    | succ n ih =>
      have h := abs_step_le ha.1 hb.1 n
      rw [← hd (n + 1), ← hd n] at h
      rw [sum_range_succ]
      linarith
  -- each energy lies above its limit
  have bound : ∀ n, ∑ k ∈ range n, |d (k + 1) - d k| ≤ (a 0 - A) + (b 0 - B) := by
    intro n
    have h1 := ha.1.le_of_tendsto ha.2 n
    have h2 := hb.1.le_of_tendsto hb.2 n
    linarith [partialSum n]
  have hs : Summable (fun n => |d (n + 1) - d n|) :=
    summable_of_sum_range_le (fun n => abs_nonneg _) bound
  exact ⟨hs, le_of_tendsto' hs.hasSum.tendsto_sum_nat bound⟩

/-- Every sequence is its initial value minus its accumulated descent plus its
accumulated ascent. -/
theorem eq_descent_ascent (d : ℕ → ℝ) (n : ℕ) :
    d n = (d 0 - descent d n) - (-ascent d n) := by
  induction n with
  | zero => simp [descent, ascent]
  | succ n ih =>
    have h1 : descent d (n + 1) = descent d n + max (d n - d (n + 1)) 0 :=
      sum_range_succ _ n
    have h2 : ascent d (n + 1) = ascent d n + max (d (n + 1) - d n) 0 :=
      sum_range_succ _ n
    rw [h1, h2]
    rcases le_total (d n) (d (n + 1)) with h | h
    · rw [max_eq_right (sub_nonpos.mpr h), max_eq_left (sub_nonneg.mpr h)]
      linarith
    · rw [max_eq_left (sub_nonneg.mpr h), max_eq_right (sub_nonpos.mpr h)]
      linarith

/-- A sequence of finite total variation is a difference of two energies converging from
above whose total lowerings add up to exactly that variation. -/
theorem exists_optimal_energies {d : ℕ → ℝ} (hs : Summable (fun n => |d (n + 1) - d n|)) :
    ∃ (a b : ℕ → ℝ) (A B : ℝ), ConvergesFromAbove a A ∧ ConvergesFromAbove b B ∧
      (∀ n, d n = a n - b n) ∧
      (a 0 - A) + (b 0 - B) = ∑' n, |d (n + 1) - d n| := by
  have hD : Summable (fun k => max (d k - d (k + 1)) 0) :=
    Summable.of_nonneg_of_le (fun k => le_max_right _ _)
      (fun k => max_le (by rw [abs_sub_comm]; exact le_abs_self _) (abs_nonneg _)) hs
  have hU : Summable (fun k => max (d (k + 1) - d k) 0) :=
    Summable.of_nonneg_of_le (fun k => le_max_right _ _)
      (fun k => max_le (le_abs_self _) (abs_nonneg _)) hs
  -- the absolute value of a step is its upward part plus its downward part
  have split : ∀ k, |d (k + 1) - d k| =
      max (d (k + 1) - d k) 0 + max (d k - d (k + 1)) 0 := by
    intro k
    rcases le_total (d k) (d (k + 1)) with h | h
    · rw [abs_of_nonneg (sub_nonneg.mpr h), max_eq_left (sub_nonneg.mpr h),
        max_eq_right (sub_nonpos.mpr h), add_zero]
    · rw [abs_of_nonpos (sub_nonpos.mpr h), max_eq_right (sub_nonpos.mpr h),
        max_eq_left (sub_nonneg.mpr h)]
      ring
  have hD0 : descent d 0 = 0 := by simp [descent]
  have hU0 : ascent d 0 = 0 := by simp [ascent]
  refine ⟨fun n => d 0 - descent d n, fun n => -ascent d n,
    d 0 - ∑' k, max (d k - d (k + 1)) 0, -∑' k, max (d (k + 1) - d k) 0,
    ⟨antitone_nat_of_succ_le fun n => ?_, hD.hasSum.tendsto_sum_nat.const_sub (d 0)⟩,
    ⟨antitone_nat_of_succ_le fun n => ?_, hU.hasSum.tendsto_sum_nat.neg⟩,
    eq_descent_ascent d, ?_⟩
  · have h : descent d (n + 1) = descent d n + max (d n - d (n + 1)) 0 :=
      sum_range_succ _ n
    have h' := le_max_right (d n - d (n + 1)) 0
    linarith
  · have h : ascent d (n + 1) = ascent d n + max (d (n + 1) - d n) 0 :=
      sum_range_succ _ n
    have h' := le_max_right (d (n + 1) - d n) 0
    linarith
  · rw [tsum_congr split, hU.tsum_add hD]
    simp only [hD0, hU0]
    ring

/-- A sequence is a difference of two energies converging from above if and only if the
sum of the absolute values of its steps converges. -/
theorem isVariationalDifference_iff (d : ℕ → ℝ) :
    IsVariationalDifference d ↔ Summable (fun n => |d (n + 1) - d n|) := by
  constructor
  · rintro ⟨a, b, A, B, ha, hb, hd⟩
    exact (variation_le_total_lowering ha hb hd).1
  · intro hs
    obtain ⟨a, b, A, B, ha, hb, hd, _⟩ := exists_optimal_energies hs
    exact ⟨a, b, A, B, ha, hb, hd⟩

/-- For `-1 < r < 0` the sequence `r ^ n` is a difference of two energies converging from
above, and any two successive steps of it have opposite signs. -/
theorem oscillating_difference {r : ℝ} (h1 : -1 < r) (h0 : r < 0) :
    IsVariationalDifference (fun n => r ^ n) ∧
      ∀ n : ℕ, (r ^ (n + 2) - r ^ (n + 1)) * (r ^ (n + 1) - r ^ n) < 0 := by
  constructor
  · rw [isVariationalDifference_iff]
    have hr : |r| < 1 := abs_lt.mpr ⟨h1, by linarith⟩
    have e : ∀ n : ℕ, |r ^ (n + 1) - r ^ n| = |r - 1| * |r| ^ n := by
      intro n
      rw [← abs_pow, ← abs_mul]
      congr 1
      ring
    exact ((summable_geometric_of_lt_one (abs_nonneg r) hr).mul_left |r - 1|).congr
      (fun n => (e n).symm)
  · intro n
    have hne : (r - 1) * r ^ n ≠ 0 :=
      mul_ne_zero (by linarith) (pow_ne_zero n h0.ne)
    have e : (r ^ (n + 2) - r ^ (n + 1)) * (r ^ (n + 1) - r ^ n) =
        r * ((r - 1) * r ^ n) ^ 2 := by ring
    rw [e]
    exact mul_neg_of_neg_of_pos h0 (by positivity)

/-- The sequence `(-1) ^ n / (n + 1)` converges to zero but is not a difference of two
energies converging from above. -/
theorem convergent_not_variational :
    Tendsto (fun n : ℕ => (-1 : ℝ) ^ n / ((n : ℝ) + 1)) atTop (𝓝 0) ∧
      ¬ IsVariationalDifference (fun n : ℕ => (-1 : ℝ) ^ n / ((n : ℝ) + 1)) := by
  have sign : ∀ n : ℕ, |(-1 : ℝ) ^ n| = 1 := by
    intro n
    rw [abs_pow, abs_neg, abs_one, one_pow]
  constructor
  · refine squeeze_zero_norm (fun n => ?_)
      (tendsto_one_div_add_atTop_nhds_zero_nat (𝕜 := ℝ))
    have hp : (0 : ℝ) < (n : ℝ) + 1 := by positivity
    have e : ‖(-1 : ℝ) ^ n / ((n : ℝ) + 1)‖ = 1 / ((n : ℝ) + 1) := by
      rw [Real.norm_eq_abs, abs_div, sign, abs_of_pos hp]
    exact e.le
  · rw [isVariationalDifference_iff]
    intro hs
    -- the steps dominate the harmonic series
    have low : ∀ n : ℕ, 1 / (((n + 1 : ℕ) : ℝ)) ≤
        |(-1 : ℝ) ^ (n + 1) / (((n + 1 : ℕ) : ℝ) + 1) - (-1 : ℝ) ^ n / ((n : ℝ) + 1)| := by
      intro n
      have e : (-1 : ℝ) ^ (n + 1) / (((n + 1 : ℕ) : ℝ) + 1) - (-1 : ℝ) ^ n / ((n : ℝ) + 1)
          = (-1 : ℝ) ^ n * (-(1 / ((n : ℝ) + 1 + 1) + 1 / ((n : ℝ) + 1))) := by
        push_cast
        ring
      have hp : (0 : ℝ) < 1 / ((n : ℝ) + 1 + 1) := by positivity
      have hq : (0 : ℝ) < 1 / ((n : ℝ) + 1) := by positivity
      rw [e, abs_mul, sign, one_mul, abs_neg, abs_of_pos (add_pos hp hq)]
      push_cast
      linarith
    have hh : Summable (fun n : ℕ => 1 / (((n + 1 : ℕ) : ℝ))) :=
      Summable.of_nonneg_of_le (fun n => by positivity) low hs
    exact Real.not_summable_one_div_natCast
      ((summable_nat_add_iff (f := fun n : ℕ => 1 / (n : ℝ)) 1).mp hh)

end

end VariationalDifferences
```

```lean
#print axioms VariationalDifferences.variation_le_total_lowering
#print axioms VariationalDifferences.oscillating_difference
#print axioms VariationalDifferences.convergent_not_variational
```

```
'VariationalDifferences.variation_le_total_lowering' depends on axioms: [propext, Classical.choice, Quot.sound]
'VariationalDifferences.oscillating_difference' depends on axioms: [propext, Classical.choice, Quot.sound]
'VariationalDifferences.convergent_not_variational' depends on axioms: [propext, Classical.choice, Quot.sound]
```

## Telescoping and case splits in the proof

`abs_step_le` is the bound on one step: `abs_le` turns it into two linear inequalities, which `linarith` derives from the two monotonicity statements. In `variation_le_total_lowering`, induction on `n` performs the telescoping. `Antitone.le_of_tendsto` places each energy at or above its limit, `summable_of_sum_range_le` turns bounded partial sums into convergence, and `le_of_tendsto'` carries the bound over to the infinite sum.

`eq_descent_ascent` proves the decomposition of `d` by induction, with one case for a step that does not fall and one for a step that does not rise. `exists_optimal_energies` obtains the convergence of both parts by comparison with the absolute steps. Its statement `split` is the identity behind D∞ + U∞ = V, and `hU.tsum_add hD` adds the two series.

`isVariationalDifference_iff` joins the two directions. `oscillating_difference` then needs only the geometric series and the factorisation of the product of steps. `convergent_not_variational` gets the limit by squeezing; for the negative part, it compares the steps with a harmonic series shifted by one index, and `summable_nat_add_iff` removes the shift.
